# Size extensivity of the RPA ring functional under rotations that commute with the response

For positive semidefinite matrices G and V, the ring functional

F(G, V) = ln det(1 + GV) − Tr(GV)

of a system of non-interacting fragments is the sum of the fragment values. It keeps this value when V is replaced by UVUᵀ, where U is any orthogonal matrix that commutes with the total G, even if U spreads degenerate orbitals over several fragments.

In the random-phase approximation, G stands for −χ₀(iω), the sign-reversed non-interacting response at one imaginary frequency, and V for the Coulomb interaction. The correlation energy is the integral of F over ω from 0 to ∞, divided by 2π. The theorems concern F at a single frequency, in a finite real basis.

The type `n` labels the basis in which G and V are written; its elements are called orbitals here. If they are particle–hole pairs, a rotation of degenerate occupied orbitals among themselves, and of degenerate empty orbitals among themselves, induces a rotation U of the pairs that commutes with G; this is taken as given. It can mix in pairs whose hole and particle sit on different fragments; for fragments that do not overlap, these pairs are included as one more block, with zero interaction. The two-fragment example below mixes the elements of the basis directly. There are `N` fragments, and fragment `i` has its own basis `m i`, so sizes may differ.

```lean
import Mathlib

open Matrix

namespace RingSizeExtensivity

noncomputable section

variable {n : Type*} [Fintype n] [DecidableEq n]
variable {N : ℕ} {m : Fin N → Type*}
  [∀ i, Fintype (m i)] [∀ i, DecidableEq (m i)]
```

The definition accepts any two real matrices, but has its physical meaning only where the determinant is positive.

```lean
/-- The ring functional `ln det(1 + G V) - Tr(G V)` of a response `G` and an interaction `V`,
for `det(1 + G V) > 0`. -/
def ringF (G V : Matrix n n ℝ) : ℝ :=
  Real.log (1 + G * V).det - (G * V).trace
```

## The determinant stays positive

Let t ≥ 0 scale the interaction, and suppose (1 + tGV)x = 0 with x ≠ 0. Taking the scalar product with Vx gives

xᵀVx + t (Vx)ᵀG(Vx) = 0.

Neither term is negative, so xᵀVx = 0. For positive semidefinite V this forces Vx = 0, and the original equation then reduces to x = 0, a contradiction. In Lean, `PosSemidef` includes the symmetry of the matrix; `h3` is the displayed equation and `h5` is Vx = 0.

```lean
/-- For positive semidefinite response and interaction, `det(1 + t G V)` does not vanish at any
coupling strength `t ≥ 0`. -/
theorem det_coupling_ne_zero {G V : Matrix n n ℝ} (hG : G.PosSemidef) (hV : V.PosSemidef)
    {t : ℝ} (ht : 0 ≤ t) : (1 + t • (G * V)).det ≠ 0 := by
  intro h
  obtain ⟨x, hx, h0⟩ := Matrix.exists_mulVec_eq_zero_iff.mpr h
  have e : x + t • (G *ᵥ (V *ᵥ x)) = 0 := by
    simpa [Matrix.add_mulVec, Matrix.smul_mulVec, Matrix.mulVec_mulVec] using h0
  have h1 : 0 ≤ (V *ᵥ x) ⬝ᵥ (G *ᵥ (V *ᵥ x)) := by
    simpa only [star_trivial] using hG.dotProduct_mulVec_nonneg (V *ᵥ x)
  have h2 : 0 ≤ x ⬝ᵥ (V *ᵥ x) := by
    simpa only [star_trivial] using hV.dotProduct_mulVec_nonneg x
  -- project the null-vector equation on `V x`: two nonnegative terms add up to zero
  have h3 : (V *ᵥ x) ⬝ᵥ x + t * ((V *ᵥ x) ⬝ᵥ (G *ᵥ (V *ᵥ x))) = 0 := by
    have := congrArg (fun y => (V *ᵥ x) ⬝ᵥ y) e
    simpa only [dotProduct_add, dotProduct_smul, smul_eq_mul, dotProduct_zero] using this
  rw [dotProduct_comm (V *ᵥ x) x] at h3
  have h4 : x ⬝ᵥ (V *ᵥ x) = 0 := by linarith [mul_nonneg ht h1]
  have h5 : V *ᵥ x = 0 :=
    (hV.dotProduct_mulVec_zero_iff x).mp (by simpa only [star_trivial] using h4)
  rw [h5, Matrix.mulVec_zero, smul_zero, add_zero] at e
  exact hx e
```

The function d(t) = det(1 + tGV) is continuous and d(0) = 1. If d(1) were zero or negative, d would vanish somewhere in [0, 1], which has just been excluded. Hence det(1 + GV) > 0.

```lean
/-- For positive semidefinite response and interaction, `det(1 + G V)` is positive. -/
theorem det_pos {G V : Matrix n n ℝ} (hG : G.PosSemidef) (hV : V.PosSemidef) :
    0 < (1 + G * V).det := by
  by_contra hneg
  -- switch the interaction on continuously; the determinant starts at one
  have hc : Continuous (fun t : ℝ => (1 + t • (G * V)).det) :=
    (continuous_const.add (continuous_id.smul continuous_const)).matrix_det
  obtain ⟨t, ht, h0⟩ := intermediate_value_Icc' (zero_le_one' ℝ) hc.continuousOn
    (show (0 : ℝ) ∈ Set.Icc _ _ from ⟨by simpa using hneg, by simp⟩)
  exact det_coupling_ne_zero hG hV ht.1 h0
```

## Adding up the fragments

Without coupling between fragments, the total matrices are block diagonal, written `blockDiagonal'`. Their index `Σ i, m i` is a pair: a fragment and an orbital on it. The determinant factorises,

det(M₁ ⊕ … ⊕ M_N) = ∏ᵢ det Mᵢ.

The proof treats the matrix as block triangular and identifies each diagonal block with its fragment through `e`.

```lean
/-- The determinant of a block-diagonal matrix is the product of the fragment determinants. -/
theorem det_fragments (M : ∀ i, Matrix (m i) (m i) ℝ) :
    (blockDiagonal' M).det = ∏ i, (M i).det := by
  have hb : BlockTriangular (blockDiagonal' M) Sigma.fst := by
    rintro ⟨i, x⟩ ⟨j, y⟩ h
    exact blockDiagonal'_apply_ne M x y h.ne'
  rw [hb.det_fintype]
  refine Finset.prod_congr rfl fun k _ => ?_
  -- the orbitals of the total system that sit on fragment `k` are those of the fragment
  let e : m k ≃ {a : Σ i, m i // a.1 = k} :=
    ⟨fun x => ⟨⟨k, x⟩, rfl⟩, fun a => a.2 ▸ a.1.2, fun _ => rfl, by
      rintro ⟨⟨_, x⟩, rfl⟩
      rfl⟩
  rw [← det_submatrix_equiv_self e]
  congr 1
  ext x y
  exact blockDiagonal'_apply_eq M k x y
```

Since 1 + GV has the blocks 1 + GᵢVᵢ,

F(G, V) = ln ∏ᵢ det(1 + GᵢVᵢ) − ∑ᵢ Tr(GᵢVᵢ) = ∑ᵢ F(Gᵢ, Vᵢ).

Positivity of each factor allows the logarithm of the product to be split.

```lean
/-- For any finite number of fragments with positive semidefinite responses and interactions,
the ring functional of the block-diagonal total system is the sum of the fragment values. -/
theorem ringF_fragments {G V : ∀ i, Matrix (m i) (m i) ℝ}
    (hG : ∀ i, (G i).PosSemidef) (hV : ∀ i, (V i).PosSemidef) :
    ringF (blockDiagonal' G) (blockDiagonal' V) = ∑ i, ringF (G i) (V i) := by
  have h : 1 + blockDiagonal' G * blockDiagonal' V
      = blockDiagonal' (fun i => 1 + G i * V i) := by
    change _ = blockDiagonal' (1 + fun i => G i * V i)
    rw [blockDiagonal'_add, blockDiagonal'_one, blockDiagonal'_mul]
  unfold ringF
  rw [h, det_fragments, Real.log_prod (fun i _ => (det_pos (hG i) (hV i)).ne'),
    ← blockDiagonal'_mul, trace_blockDiagonal', Finset.sum_sub_distrib]
```

## Delocalizing the orbitals

If UG = GU, then

G(UVUᵀ) = UGVUᵀ = U(GV)Uᵀ.

```lean
omit [DecidableEq n] in
/-- If `U` commutes with the response, rotating the interaction by `U` rotates the whole
product `G V`. -/
theorem mul_rotated {G U : Matrix n n ℝ} (V : Matrix n n ℝ) (hUG : U * G = G * U) :
    G * (U * V * Uᵀ) = U * (G * V) * Uᵀ := by
  calc G * (U * V * Uᵀ) = (G * U) * V * Uᵀ := by simp only [mul_assoc]
    _ = U * (G * V) * Uᵀ := by rw [← hUG]; simp only [mul_assoc]
```

If U is also orthogonal, 1 + U(GV)Uᵀ = U(1 + GV)Uᵀ. Moving U cyclically inside the determinant and the trace removes it from both, so F(G, UVUᵀ) = F(G, V). This step needs no positivity.

```lean
/-- The ring functional is unchanged when the interaction is rotated by an orthogonal `U` that
commutes with the response. -/
theorem ringF_rotated {G U : Matrix n n ℝ} (V : Matrix n n ℝ) (hU : U * Uᵀ = 1)
    (hUG : U * G = G * U) : ringF G (U * V * Uᵀ) = ringF G V := by
  have hU' : Uᵀ * U = 1 := mul_eq_one_comm.mp hU
  have h2 : 1 + U * (G * V) * Uᵀ = U * (1 + G * V) * Uᵀ := by
    rw [mul_add, add_mul, mul_one, hU]
  have hd : (U * (1 + G * V) * Uᵀ).det = (1 + G * V).det := by
    rw [Matrix.det_mul_comm, ← mul_assoc, hU', one_mul]
  have ht : (U * (G * V) * Uᵀ).trace = (G * V).trace := by
    rw [Matrix.trace_mul_comm, ← mul_assoc, hU', one_mul]
  unfold ringF
  rw [mul_rotated V hUG, h2, hd, ht]
```

Combining the two results gives

F(G, UVUᵀ) = ∑ᵢ F(Gᵢ, Vᵢ).

The hypothesis `hU` says that U is orthogonal, and `hUG` that it commutes with the total response. Because UGUᵀ = G, rotating V alone amounts to rotating the whole system.

```lean
/-- Size extensivity with delocalized orbitals: for fragments with positive semidefinite
responses and interactions, and an orthogonal `U` on the total system that commutes with the
total response, the ring functional of the rotated interaction is the sum of the fragment
values. -/
theorem size_extensive {G V : ∀ i, Matrix (m i) (m i) ℝ}
    (hG : ∀ i, (G i).PosSemidef) (hV : ∀ i, (V i).PosSemidef)
    {U : Matrix (Σ i, m i) (Σ i, m i) ℝ} (hU : U * Uᵀ = 1)
    (hUG : U * blockDiagonal' G = blockDiagonal' G * U) :
    ringF (blockDiagonal' G) (U * blockDiagonal' V * Uᵀ) = ∑ i, ringF (G i) (V i) := by
  rw [ringF_rotated _ hU hUG, ringF_fragments hG hV]
```

For weak coupling, expanding the logarithm turns F into a series of ring diagrams, with Tr((GV)ᵏ) at order k ≥ 2. Each such trace is extensive by itself: GV is block diagonal, so the trace of its k-th power is a sum over fragments, and the rotation drops out because the inner factors UᵀU cancel:

(U GV Uᵀ)ᵏ = U (GV)ᵏ Uᵀ.

The theorem covers every natural number k and assumes no positivity.

```lean
/-- Order by order: for an orthogonal `U` commuting with the total response, the trace
`Tr((G V)^k)` with the rotated interaction is the sum of the fragment traces. -/
theorem ring_order_extensive (G V : ∀ i, Matrix (m i) (m i) ℝ)
    {U : Matrix (Σ i, m i) (Σ i, m i) ℝ} (hU : U * Uᵀ = 1)
    (hUG : U * blockDiagonal' G = blockDiagonal' G * U) (k : ℕ) :
    ((blockDiagonal' G * (U * blockDiagonal' V * Uᵀ)) ^ k).trace
      = ∑ i, ((G i * V i) ^ k).trace := by
  have hU' : Uᵀ * U = 1 := mul_eq_one_comm.mp hU
  -- the inner rotations cancel between neighbouring factors
  have hp : ∀ X : Matrix (Σ i, m i) (Σ i, m i) ℝ, (U * X * Uᵀ) ^ k = U * X ^ k * Uᵀ := by
    intro X
    induction k with
    | zero => simp [hU]
    | succ k ih =>
      calc (U * X * Uᵀ) ^ (k + 1) = U * X ^ k * (Uᵀ * U) * X * Uᵀ := by
            rw [pow_succ, ih]; simp only [mul_assoc]
        _ = U * X ^ (k + 1) * Uᵀ := by rw [hU', mul_one, pow_succ]; simp only [mul_assoc]
  rw [mul_rotated _ hUG, hp, Matrix.trace_mul_comm, ← mul_assoc, hU', one_mul,
    ← blockDiagonal'_mul, ← blockDiagonal'_pow, trace_blockDiagonal']
  rfl
```

## Two fragments with equal response

Let both fragments have response G, and let their interactions be A and B. Mixing partner orbitals by an angle θ is the block matrix

R = [[cos θ, −sin θ], [sin θ, cos θ]],

with each entry multiplying the identity.

```lean
/-- Rotation by the angle `θ` that mixes each orbital of one fragment with its partner on the
other. -/
def mix (n : Type*) [DecidableEq n] (θ : ℝ) : Matrix (n ⊕ n) (n ⊕ n) ℝ :=
  fromBlocks (Real.cos θ • 1) (-(Real.sin θ • 1)) (Real.sin θ • 1) (Real.cos θ • 1)
```

R is orthogonal because cos²θ + sin²θ = 1, and it commutes with G ⊕ G because its blocks are multiples of the identity. The rotated interaction has off-diagonal blocks sin θ cos θ (A − B), so it looks coupled whenever these are nonzero. Still,

F(G ⊕ G, R(A ⊕ B)Rᵀ) = F(G, A) + F(G, B).

```lean
/-- Two fragments with the same positive semidefinite response `G` and positive semidefinite
interactions `A` and `B`: after mixing partner orbitals by any angle, the ring functional is
still the sum of the two fragment values. -/
theorem dimer_extensive {G A B : Matrix n n ℝ} (hG : G.PosSemidef) (hA : A.PosSemidef)
    (hB : B.PosSemidef) (θ : ℝ) :
    ringF (fromBlocks G 0 0 G) (mix n θ * fromBlocks A 0 0 B * (mix n θ)ᵀ)
      = ringF G A + ringF G B := by
  have hc : Real.cos θ * Real.cos θ + Real.sin θ * Real.sin θ = 1 := by
    linarith [Real.sin_sq_add_cos_sq θ]
  have hU : mix n θ * (mix n θ)ᵀ = 1 := by
    rw [mix, fromBlocks_transpose, fromBlocks_multiply, ← fromBlocks_one, fromBlocks_inj]
    simp only [transpose_neg, transpose_smul, transpose_one, mul_neg, mul_smul_comm, mul_one]
    refine ⟨?_, ?_, ?_, ?_⟩
    · linear_combination (norm := module) hc • (1 : Matrix n n ℝ)
    · module
    · module
    · linear_combination (norm := module) hc • (1 : Matrix n n ℝ)
  have hUG : mix n θ * fromBlocks G 0 0 G = fromBlocks G 0 0 G * mix n θ := by
    simp [mix, fromBlocks_multiply]
  have h : 1 + fromBlocks G 0 0 G * fromBlocks A 0 0 B
      = fromBlocks (1 + G * A) 0 0 (1 + G * B) := by
    rw [fromBlocks_multiply, ← fromBlocks_one, fromBlocks_add]
    simp
  rw [ringF_rotated _ hU hUG]
  unfold ringF
  rw [h, det_fromBlocks_zero₂₁, Real.log_mul (det_pos hG hA).ne' (det_pos hG hB).ne',
    fromBlocks_multiply]
  simp only [Matrix.mul_zero, Matrix.zero_mul, add_zero, zero_add, Matrix.trace,
    Matrix.diag_apply, Fintype.sum_sum_type, fromBlocks_apply₁₁, fromBlocks_apply₂₂]
  ring
```

## An orthogonal matrix that does not commute

Take two one-orbital fragments with G = V = P = diag(1, 0), and let S exchange the orbitals. S is orthogonal but does not commute with P. Then SPSᵀ = diag(0, 1) and P·SPSᵀ = 0, so

F(P, P) = ln 2 − 1, but F(P, SPSᵀ) = 0.

The exchange has moved the interaction onto the orbital that does not respond. A numerical bound on ln 2 separates the two values.

```lean
/-- Commutation with the response cannot be dropped: for `G = V = diag(1, 0)`, which is positive
semidefinite, exchanging the two orbitals in `V` alone, by the orthogonal matrix `S`, changes the
value of the ring functional. -/
theorem commutation_needed :
    let P : Matrix (Fin 2) (Fin 2) ℝ := !![1, 0; 0, 0]
    let S : Matrix (Fin 2) (Fin 2) ℝ := !![0, 1; 1, 0]
    P.PosSemidef ∧ S * Sᵀ = 1 ∧ ringF P (S * P * Sᵀ) ≠ ringF P P := by
  intro P S
  have hP : Pᴴ * P = P := by
    ext i j
    fin_cases i <;> fin_cases j <;> simp [P, Matrix.mul_apply, Fin.sum_univ_succ]
  have hS : S * Sᵀ = 1 := by
    ext i j
    fin_cases i <;> fin_cases j <;> simp [S, Matrix.mul_apply, Fin.sum_univ_succ]
  have hT : Sᵀ = S := by
    ext i j
    fin_cases i <;> fin_cases j <;> rfl
  have h0 : P * (S * P * Sᵀ) = 0 := by
    rw [hT]
    ext i j
    fin_cases i <;> fin_cases j <;>
      simp [P, S, Matrix.mul_apply, Fin.sum_univ_succ]
  have h1 : P * P = P := by
    ext i j
    fin_cases i <;> fin_cases j <;> simp [P, Matrix.mul_apply, Fin.sum_univ_succ]
  have hd : (1 + P).det = 2 := by
    rw [Matrix.det_fin_two]
    norm_num [P]
  have ht : P.trace = 1 := by simp [P, Matrix.trace_fin_two]
  refine ⟨hP ▸ posSemidef_conjTranspose_mul_self P, hS, ?_⟩
  -- the two values are `0` and `ln 2 - 1`
  unfold ringF
  rw [h0, h1, hd, ht, add_zero, Matrix.det_one, Real.log_one, Matrix.trace_zero]
  intro h
  linarith [Real.log_two_lt_d9]

end

end RingSizeExtensivity
```

```lean
#print axioms RingSizeExtensivity.size_extensive
#print axioms RingSizeExtensivity.ring_order_extensive
#print axioms RingSizeExtensivity.dimer_extensive
#print axioms RingSizeExtensivity.commutation_needed
```

```
'RingSizeExtensivity.size_extensive' depends on axioms: [propext, Classical.choice, Quot.sound]
'RingSizeExtensivity.ring_order_extensive' depends on axioms: [propext, Classical.choice, Quot.sound]
'RingSizeExtensivity.dimer_extensive' depends on axioms: [propext, Classical.choice, Quot.sound]
'RingSizeExtensivity.commutation_needed' depends on axioms: [propext, Classical.choice, Quot.sound]
```
